# Of two optimally scaled atomic states, the one with lower total energy has the higher kinetic energy

Take two model terms, with numbers chosen for easy arithmetic and not taken from a real atom. Their energies, as functions of a scale factor x > 0, are

x² − 4x and x² − 2x.

The square is the kinetic energy and the linear part is the potential energy. The first has its minimum at x = 2, with kinetic energy 4, potential energy −8 and total −4. The second has its minimum at x = 1, with 1, −2 and −1. The first term lies lower by 3, its kinetic energy is higher by 3, and its potential energy is lower by 6.

Now split the linear parts into nuclear attraction and electron repulsion, as −10x + 6x and −10x + 8x. The first term has less repulsion at x = 1, but at the two minima its repulsion is 12 against 8. Its lower energy comes with a nuclear attraction of −20 against −10.

## Three numbers and a scale factor

```lean
import Mathlib

namespace HundVirial

noncomputable section
```

This makes Mathlib's real numbers and calculus available, and places the names that follow under `HundVirial`.

```lean
/-- The energies of a trial state at unit scale: kinetic energy `kin`, strength `att` of the
nuclear attraction (which enters the energy with a minus sign), and electron repulsion `rep`. -/
structure TrialState where
  kin : ℝ
  att : ℝ
  rep : ℝ
```

A trial state is recorded by three real numbers: T = `kin`, A = `att` and C = `rep`. They stand for expectation values in a wavefunction of fixed shape, with the nucleus at the origin. The wavefunction itself does not appear, and the structure imposes no signs.

```lean
namespace TrialState

/-- Kinetic energy of the state scaled by `x`. -/
def kinetic (S : TrialState) (x : ℝ) : ℝ := x ^ 2 * S.kin
```

The kinetic energy at scale x is K = x²T. Compressing all electron coordinates by the factor x multiplies each second derivative by x². In Lean, `S.kinetic x` means this function applied to the state `S`.

```lean
/-- Nuclear attraction energy of the state scaled by `x`. -/
def attraction (S : TrialState) (x : ℝ) : ℝ := -(x * S.att)
```

The nuclear attraction is −xA, since Coulomb energies go as one over distance. The minus sign is in the definition, so A is positive for an atom.

```lean
/-- Electron repulsion energy of the state scaled by `x`. -/
def repulsion (S : TrialState) (x : ℝ) : ℝ := x * S.rep
```

The electron repulsion is xC, for the same reason.

```lean
/-- Total potential energy of the state scaled by `x`. -/
def potential (S : TrialState) (x : ℝ) : ℝ := S.attraction x + S.repulsion x
```

The potential energy is P = −x(A − C). Write V = A − C for the net attraction at unit scale.

```lean
/-- Total energy of the state scaled by `x`. -/
def energy (S : TrialState) (x : ℝ) : ℝ := S.kinetic x + S.potential x
```

The total energy is E = K + P = x²T − xV.

```lean
/-- The scale `x` is optimal: it is positive and no positive scale gives a lower energy. -/
def Optimal (S : TrialState) (x : ℝ) : Prop :=
  0 < x ∧ ∀ y, 0 < y → S.energy x ≤ S.energy y

end TrialState

open TrialState
```

A scale is optimal if it is positive and no positive scale gives less energy. The definition does not promise that such a scale exists: for T > 0 and A ≤ C there is none.

## Stationarity from a minimum

```lean
/-- At an optimal scale the energy is stationary: `2 x T` equals attraction strength minus
repulsion at unit scale. -/
theorem optimal_balance {S : TrialState} {x : ℝ} (hx : S.Optimal x) :
    2 * x * S.kin = S.att - S.rep := by
  have hmin : IsLocalMin S.energy x :=
    Filter.mem_of_superset (Ioi_mem_nhds hx.1) (fun y hy => hx.2 y hy)
  have hfun : S.energy = fun y => y ^ 2 * S.kin + y * (S.rep - S.att) := by
    funext y
    simp only [energy, kinetic, potential, attraction, repulsion]
    ring
  have hder : HasDerivAt S.energy (2 * x * S.kin + (S.rep - S.att)) x := by
    rw [hfun]
    have h1 := (hasDerivAt_pow 2 x).mul_const S.kin
    have h2 := (hasDerivAt_id' x).mul_const (S.rep - S.att)
    exact (h1.fun_add h2).congr_deriv (by norm_num)
  -- the derivative vanishes at an interior minimum
  have h0 := hmin.hasDerivAt_eq_zero hder
  linarith
```

Given an optimal x, the theorem concludes 2xT = A − C. By hand, one differentiates

E(y) = y²T + y(C − A)

and sets the derivative at x to zero: 2xT + C − A = 0.

The proof turns on `hmin.hasDerivAt_eq_zero`, Mathlib's form of the rule that a derivative vanishes at a local minimum. It needs two inputs. One is the derivative, `hder`. The other is `IsLocalMin S.energy x`, which says that E(x) ≤ E(y) for all y in some neighbourhood of x. Optimality gives this inequality only for positive y, and `Ioi_mem_nhds hx.1` supplies what is missing: because x > 0, the positive numbers form a neighbourhood of x. A minimum at the edge of the allowed range would not qualify.

```lean
/-- For positive kinetic energy, a positive scale is optimal exactly when it satisfies the
stationarity condition. -/
theorem optimal_iff {S : TrialState} (hT : 0 < S.kin) (x : ℝ) :
    S.Optimal x ↔ 0 < x ∧ 2 * x * S.kin = S.att - S.rep := by
  constructor
  · intro hx
    exact ⟨hx.1, optimal_balance hx⟩
  · rintro ⟨hx, hb⟩
    refine ⟨hx, fun y _ => ?_⟩
    -- completing the square
    have hsq : S.energy y - S.energy x = S.kin * (y - x) ^ 2 := by
      simp only [energy, kinetic, potential, attraction, repulsion]
      linear_combination (y - x) * hb
    have hnn : 0 ≤ S.kin * (y - x) ^ 2 := by positivity
    linarith
```

For T > 0 the stationarity condition is also sufficient. If 2xT = A − C, then

E(y) − E(x) = T(y² − x²) − 2xT(y − x) = T(y − x)² ≥ 0.

The tactic `linear_combination (y - x) * hb` checks this identity by adding the right multiple of the condition `hb`. Solving the condition by hand for V > 0 gives the single optimal scale x = V/(2T), with E = −V²/(4T) and K = V²/(4T).

## The virial comparison

```lean
/-- Virial comparison of two optimally scaled states: the kinetic energy rises by the amount the
total energy drops, the potential energy drops by twice that amount, and the state of lower
total energy is the one of strictly higher kinetic energy. -/
theorem lower_energy_iff_higher_kinetic {S S' : TrialState} {x x' : ℝ}
    (hx : S.Optimal x) (hx' : S'.Optimal x') :
    S.kinetic x - S'.kinetic x' = S'.energy x' - S.energy x ∧
    S'.potential x' - S.potential x = 2 * (S'.energy x' - S.energy x) ∧
    (S.energy x < S'.energy x' ↔ S'.kinetic x' < S.kinetic x) := by
  -- the virial relation for each state
  have virial : ∀ {R : TrialState} {r : ℝ}, R.Optimal r →
      2 * R.kinetic r + R.potential r = 0 := by
    intro R r hr
    simp only [kinetic, potential, attraction, repulsion]
    linear_combination r * optimal_balance hr
  have v := virial hx
  have v' := virial hx'
  simp only [energy]
  refine ⟨by linarith, by linarith, ?_⟩
  constructor <;> intro h <;> linarith
```

The two states may differ in all three numbers; each only has to be at its own optimal scale. Multiplying the stationarity condition by x gives 2x²T = x(A − C), which is the virial relation

2K + P = 0.

Hence E = −K and P = 2E. Subtracting for two states, with primes on the second,

K − K′ = E′ − E,
P′ − P = 2(E′ − E).

So E < E′ holds exactly when K′ < K. In the proof, `virial` is the relation for an arbitrary state, and `linarith` does the subtraction.

Without optimality the conclusion can fail. Take T = 1, A = 2, C = 0 for both states, with x = 1 and x′ = 2. The second scale is not optimal. The energies are −1 and 0, the kinetic energies 1 and 4, and the lower state has the lower kinetic energy.

## Two terms that differ only in repulsion

```lean
/-- Two terms share a positive kinetic energy and a positive attraction strength at unit scale and
differ in repulsion. After optimal scaling, the term with less repulsion at unit scale has the
larger scale factor, the lower total energy, the higher kinetic energy and the deeper nuclear
attraction. -/
theorem less_repulsion_contracts {T A C C' x x' : ℝ} (hT : 0 < T) (hA : 0 < A) (hC : C < C')
    (hx : Optimal ⟨T, A, C⟩ x) (hx' : Optimal ⟨T, A, C'⟩ x') :
    x' < x ∧
    energy ⟨T, A, C⟩ x < energy ⟨T, A, C'⟩ x' ∧
    kinetic ⟨T, A, C'⟩ x' < kinetic ⟨T, A, C⟩ x ∧
    attraction ⟨T, A, C⟩ x < attraction ⟨T, A, C'⟩ x' := by
  have b : 2 * x * T = A - C := optimal_balance hx
  have b' : 2 * x' * T = A - C' := optimal_balance hx'
  have h0 : 0 < x' := hx'.1
  have hlt : x' < x := by
    have h : T * x' < T * x := by linarith
    exact lt_of_mul_lt_mul_left h hT.le
  have hk : kinetic ⟨T, A, C'⟩ x' < kinetic ⟨T, A, C⟩ x := by
    simp only [kinetic]
    have hsq : x' ^ 2 < x ^ 2 := by nlinarith
    exact mul_lt_mul_of_pos_right hsq hT
  refine ⟨hlt, (lower_energy_iff_higher_kinetic hx hx').2.2.2 hk, hk, ?_⟩
  simp only [attraction]
  have h := mul_lt_mul_of_pos_right hlt hA
  linarith
```

Here `⟨T, A, C⟩` is the state with these three entries. The two terms share T and A, as terms of one configuration do when built from the same orthonormal orbitals, and C < C′ is assumed, not derived from spin. Subtracting the stationarity conditions gives

2T(x − x′) = C′ − C > 0,

so x′ < x. Then x′²T < x²T, the preceding theorem turns this into E < E′, and A > 0 gives −xA < −x′A. The term with less repulsion at unit scale ends with the larger scale factor and the deeper nuclear attraction.

```lean
/-- For the same two terms, the one with less repulsion at unit scale has more repulsion after
optimal scaling exactly when the two unit-scale repulsions together exceed the attraction
strength. -/
theorem repulsion_reversal_iff {T A C C' x x' : ℝ} (hT : 0 < T) (hC : C < C')
    (hx : Optimal ⟨T, A, C⟩ x) (hx' : Optimal ⟨T, A, C'⟩ x') :
    repulsion ⟨T, A, C'⟩ x' < repulsion ⟨T, A, C⟩ x ↔ A < C + C' := by
  have b : 2 * x * T = A - C := optimal_balance hx
  have b' : 2 * x' * T = A - C' := optimal_balance hx'
  simp only [repulsion]
  -- the difference of relaxed repulsions factorises
  have key : 2 * T * (x * C - x' * C') = (C' - C) * (C + C' - A) := by
    linear_combination C * b - C' * b'
  have hT2 : 0 < 2 * T := by linarith
  have hd : 0 < C' - C := by linarith
  constructor
  · intro h
    have hp : 0 < (C' - C) * (C + C' - A) := by
      rw [← key]
      exact mul_pos hT2 (by linarith)
    have := (mul_pos_iff_of_pos_left hd).1 hp
    linarith
  · intro h
    have hp : 0 < 2 * T * (x * C - x' * C') := by
      rw [key]
      exact mul_pos hd (by linarith)
    have := (mul_pos_iff_of_pos_left hT2).1 hp
    linarith
```

Whether the relaxed repulsion changes order depends on the size of A. From the two stationarity conditions,

2T(xC − x′C′) = C(A − C) − C′(A − C′) = (C′ − C)(C + C′ − A).

Since T and C′ − C are positive, the left side is positive exactly when A < C + C′. This identity is `key` in the proof, and the rest reads off signs.

The condition is demanding: the average of C and C′ must exceed half of A. A helium 1s² function with unit exponent has A = 4 and C = 5/8 in hartree, far from that range. The repulsions 6 and 8 against an attraction strength of 10, used in the opening and again below, are illustrative and not those of a real atom, so the reversal they show is not evidence about Hund's rule in actual atoms. There, shells can relax by different amounts, which a single scale factor does not describe.

```lean
/-- With `T = 1` and `A = 10`, unit-scale repulsions 2 and 4 keep their order after optimal
scaling, while unit-scale repulsions 6 and 8 exchange it. -/
theorem repulsion_order_witness :
    (Optimal ⟨1, 10, 2⟩ 4 ∧ Optimal ⟨1, 10, 4⟩ 3 ∧
      repulsion ⟨1, 10, 2⟩ 4 < repulsion ⟨1, 10, 4⟩ 3) ∧
    (Optimal ⟨1, 10, 6⟩ 2 ∧ Optimal ⟨1, 10, 8⟩ 1 ∧
      repulsion ⟨1, 10, 8⟩ 1 < repulsion ⟨1, 10, 6⟩ 2) := by
  refine ⟨⟨?_, ?_, ?_⟩, ⟨?_, ?_, ?_⟩⟩
  · exact (optimal_iff (by norm_num) _).2 (by norm_num)
  · exact (optimal_iff (by norm_num) _).2 (by norm_num)
  · norm_num [repulsion]
  · exact (optimal_iff (by norm_num) _).2 (by norm_num)
  · exact (optimal_iff (by norm_num) _).2 (by norm_num)
  · norm_num [repulsion]

end

end HundVirial
```

Both orders occur with T = 1 and A = 10. Repulsions 2 and 4 relax to 8 and 12 and keep their order; 6 and 8 relax to 12 and 8, as in the opening example. Optimality comes from `optimal_iff`, and `norm_num` does the arithmetic.

```lean
#print axioms HundVirial.lower_energy_iff_higher_kinetic
#print axioms HundVirial.less_repulsion_contracts
#print axioms HundVirial.repulsion_reversal_iff
```

```
'HundVirial.lower_energy_iff_higher_kinetic' depends on axioms: [propext, Classical.choice, Quot.sound]
'HundVirial.less_repulsion_contracts' depends on axioms: [propext, Classical.choice, Quot.sound]
'HundVirial.repulsion_reversal_iff' depends on axioms: [propext, Classical.choice, Quot.sound]
```
